# A collinear energy $E(n, m_z)$ is spin-rotation invariant only if it ignores $m_z$ for all $|m_z| \le n$

## One electron, spin up and then sideways

Take one electron with spin up along $z$. At a point where its density is $n = 1$ in suitable units, its spin density matrix is $\rho = \mathrm{diag}(1,0)$ and its magnetization is $m = (0,0,1)$. Conjugation with the Hadamard matrix $H = \frac{1}{\sqrt2}\begin{pmatrix}1&1\\1&-1\end{pmatrix}$ gives

$$H\rho H^\dagger = \tfrac12\begin{pmatrix}1&1\\1&1\end{pmatrix},$$

which has $n = 1$ and $m = (1,0,0)$. The electron is as polarized as before, but along $x$. The length $|m|$ is still 1, while $m_z^2$ has dropped from 1 to 0. An energy expression that sees only $n$ and $m_z$ takes the rotated electron for an unpolarized one.

## Collinear and noncollinear variables

A collinear density functional uses $n$ and the component $m_z$ along a fixed axis; a noncollinear one can use $|m|$ instead. The difference matters in four-component and other spin-orbit calculations, where the direction of $m$ may vary in space. The results below concern the local values of $n$ and $m$ at a single point, without gradients or spatial integration.

## What is stated

Let $\rho$ be a complex $2\times2$ matrix with rows and columns numbered 0 and 1, and let $\sigma_0,\sigma_1,\sigma_2$ be the Pauli matrices for $x,y,z$ (`pauli`). The definitions are

- `numberDensity`: $n = \mathrm{Re}\,\mathrm{tr}\,\rho$;
- `magnetization`: $m_k = \mathrm{Re}\,\mathrm{tr}(\rho\sigma_k)$, so that $m_z$ is $m_2$;
- `magNorm`: $|m| = \sqrt{m_0^2+m_1^2+m_2^2}$.

There is no factor $1/2$ and no magnetic moment unit in $m$. For Hermitian $\rho$ the traces are themselves real (`traces_real`).

The main theorems say:

1. `charpoly_eq`: for Hermitian $\rho$, the characteristic polynomial has the roots $(n+|m|)/2$ and $(n-|m|)/2$, counted with multiplicity.
2. `unitary_invariance`: for Hermitian $\rho$ and every unitary $U$, the matrices $\rho$ and $U\rho U^\dagger$ have the same $n$ and the same $|m|$.
3. `collinear_drop`: in the opening example, $m_z^2$ is 1 before the conjugation with $H$ and 0 after it.
4. `collinear_invariant_iff`: a function $E(n,m_z)$ is unchanged by all unitary conjugations of all positive semidefinite $\rho$ if and only if $E(n,s)=E(n,0)$ whenever $|s|\le n$.

Spin rotations are represented by the full group `Matrix.unitaryGroup (Fin 2) ℂ`; an overall phase of $U$ cancels in $U\rho U^\dagger$. Positive semidefiniteness says that no spin state has a negative population. The function `E : ℝ → ℝ → ℝ` is arbitrary and need not be continuous. The reduction of a four-component density to a $2\times2$ matrix is not modelled.

## Eigenvalues from trace and determinant

Write a Hermitian $\rho$ as $\begin{pmatrix}a&w\\ \bar w&b\end{pmatrix}$ with $a,b$ real. Then $n=a+b$ and

$$m_0 = w+\bar w = 2\,\mathrm{Re}\,w,\qquad m_1 = i(w-\bar w) = -2\,\mathrm{Im}\,w,\qquad m_2 = a-b.$$

Hence $|m|^2 = 4|w|^2+(a-b)^2$, and

$$n^2-|m|^2 = (a+b)^2-(a-b)^2-4|w|^2 = 4(ab-|w|^2) = 4\det\rho.$$

The characteristic polynomial is therefore

$$X^2-nX+\frac{n^2-|m|^2}{4} = \Big(X-\frac{n+|m|}{2}\Big)\Big(X-\frac{n-|m|}{2}\Big).$$

In the limit $|m|=0$ both eigenvalues are $n/2$, the unpolarized case. At $|m|=n>0$ they are $n$ and $0$, full polarization.

Hermiticity is needed here. For $\rho=\begin{pmatrix}0&1\\0&0\end{pmatrix}$ the definitions give $n=0$ and $|m|=1$, so the formula would predict $\pm\frac12$, but both eigenvalues are 0.

## Invariance and the collinear criterion

Since $U^\dagger U=1$, we have $\mathrm{tr}(U\rho U^\dagger)=\mathrm{tr}(U^\dagger U\rho)=\mathrm{tr}\,\rho$ and $\det(U\rho U^\dagger)=\det\rho$. The rotated matrix is again Hermitian, so $|m|^2=n^2-4\det\rho$ holds for it too. Thus $|m|^2$ is unchanged, and so is $|m|\ge0$.

For the criterion, suppose first that $E$ is invariant, and let $|s|\le n$. Put $a=(n+s)/2$ and $b=(n-s)/2$, both nonnegative. The matrix $\mathrm{diag}(a,b)$ has density $n$ and $m_z=s$, and

$$H\,\mathrm{diag}(a,b)\,H^\dagger=\tfrac12\begin{pmatrix}a+b&a-b\\a-b&a+b\end{pmatrix}$$

has density $n$ and $m_z=0$. Invariance gives $E(n,s)=E(n,0)$.

Conversely, a positive semidefinite matrix has nonnegative diagonal entries $a,b$, so $|m_z|=|a-b|\le a+b=n$. This applies before and after conjugation. Both energies therefore equal $E(n,0)$, with the same $n$.

## The Lean file

```lean
import Mathlib

open Matrix
open scoped ComplexOrder

namespace NoncollinearSpinDensity

noncomputable section

/-- The three Pauli matrices, numbered 0, 1, 2 for x, y, z. -/
def pauli : Fin 3 → Matrix (Fin 2) (Fin 2) ℂ :=
  ![!![0, 1; 1, 0], !![0, -Complex.I; Complex.I, 0], !![1, 0; 0, -1]]

/-- The particle density `n`, the real part of `tr ρ`. -/
def numberDensity (ρ : Matrix (Fin 2) (Fin 2) ℂ) : ℝ := ρ.trace.re

/-- The magnetization component `m_k`, the real part of `tr (ρ σ_k)`. -/
def magnetization (ρ : Matrix (Fin 2) (Fin 2) ℂ) (k : Fin 3) : ℝ :=
  (ρ * pauli k).trace.re

/-- The length of the magnetization vector. -/
def magNorm (ρ : Matrix (Fin 2) (Fin 2) ℂ) : ℝ :=
  Real.sqrt (∑ k, magnetization ρ k ^ 2)

/-- The Hadamard matrix, with entries `1/√2` except for `-1/√2` in the lower right corner. -/
def hadamard : Matrix (Fin 2) (Fin 2) ℂ :=
  !![((Real.sqrt 2)⁻¹ : ℝ), ((Real.sqrt 2)⁻¹ : ℝ);
     ((Real.sqrt 2)⁻¹ : ℝ), -((Real.sqrt 2)⁻¹ : ℝ)]

/-- The magnetization components in terms of the entries of the spin density matrix. -/
theorem magnetization_components (ρ : Matrix (Fin 2) (Fin 2) ℂ) :
    magnetization ρ 0 = (ρ 0 1).re + (ρ 1 0).re ∧
    magnetization ρ 1 = (ρ 1 0).im - (ρ 0 1).im ∧
    magnetization ρ 2 = (ρ 0 0).re - (ρ 1 1).re := by
  refine ⟨?_, ?_, ?_⟩ <;>
    simp [magnetization, pauli, Matrix.trace_fin_two, Matrix.mul_apply, Fin.sum_univ_succ] <;>
    ring

/-- A Hermitian spin density matrix has real diagonal entries, and its off-diagonal entries
are complex conjugates of each other. -/
theorem hermitian_entries {ρ : Matrix (Fin 2) (Fin 2) ℂ} (hρ : ρ.IsHermitian) :
    (ρ 0 0).im = 0 ∧ (ρ 1 1).im = 0 ∧
    (ρ 1 0).re = (ρ 0 1).re ∧ (ρ 1 0).im = -(ρ 0 1).im := by
  have h0 := congrArg Complex.im (hρ.apply 0 0)
  have h1 := congrArg Complex.im (hρ.apply 1 1)
  have h2 := congrArg Complex.re (hρ.apply 0 1)
  have h3 := congrArg Complex.im (hρ.apply 0 1)
  simp only [Complex.star_def, Complex.conj_im, Complex.conj_re] at h0 h1 h2 h3
  refine ⟨?_, ?_, ?_, ?_⟩ <;> linarith

/-- For a Hermitian spin density matrix the traces `tr ρ` and `tr (ρ σ_k)` are real, and equal
to the density and the magnetization components. -/
theorem traces_real {ρ : Matrix (Fin 2) (Fin 2) ℂ} (hρ : ρ.IsHermitian) :
    ρ.trace = (numberDensity ρ : ℂ) ∧
    ∀ k, (ρ * pauli k).trace = (magnetization ρ k : ℂ) := by
  obtain ⟨h0, h1, h2, h3⟩ := hermitian_entries hρ
  refine ⟨Complex.ext rfl ?_, fun k => Complex.ext rfl ?_⟩
  · simp [Matrix.trace_fin_two, h0, h1]
  · rw [Complex.ofReal_im]
    fin_cases k <;>
      simp [pauli, Matrix.trace_fin_two, Matrix.mul_apply, Fin.sum_univ_succ, h0, h1, h2, h3]

/-- The determinant of a Hermitian spin density matrix is `(n² - |m|²)/4`. -/
theorem det_eq {ρ : Matrix (Fin 2) (Fin 2) ℂ} (hρ : ρ.IsHermitian) :
    ρ.det = (((numberDensity ρ ^ 2 - magNorm ρ ^ 2) / 4 : ℝ) : ℂ) := by
  obtain ⟨h0, h1, h2, h3⟩ := hermitian_entries hρ
  obtain ⟨m0, m1, m2⟩ := magnetization_components ρ
  have hsq : magNorm ρ ^ 2 = ∑ k, magnetization ρ k ^ 2 :=
    Real.sq_sqrt (Finset.sum_nonneg fun k _ => sq_nonneg _)
  rw [Matrix.det_fin_two]
  apply Complex.ext
  · rw [Complex.ofReal_re, hsq, Fin.sum_univ_three, m0, m1, m2]
    simp only [numberDensity, Matrix.trace_fin_two, Complex.add_re, Complex.sub_re,
      Complex.mul_re, h0, h1, h2, h3]
    ring
  · rw [Complex.ofReal_im]
    simp only [Complex.sub_im, Complex.mul_im, h0, h1, h2, h3]
    ring

/-- The eigenvalues of a Hermitian spin density matrix, counted with multiplicity as roots of
the characteristic polynomial, are `(n + |m|)/2` and `(n - |m|)/2`. -/
theorem charpoly_eq {ρ : Matrix (Fin 2) (Fin 2) ℂ} (hρ : ρ.IsHermitian) :
    ρ.charpoly =
      (Polynomial.X - Polynomial.C (((numberDensity ρ + magNorm ρ) / 2 : ℝ) : ℂ)) *
      (Polynomial.X - Polynomial.C (((numberDensity ρ - magNorm ρ) / 2 : ℝ) : ℂ)) := by
  -- trace and determinant are the sum and the product of the two claimed roots
  have hs : ρ.trace = (((numberDensity ρ + magNorm ρ) / 2 : ℝ) : ℂ) +
      (((numberDensity ρ - magNorm ρ) / 2 : ℝ) : ℂ) := by
    rw [(traces_real hρ).1]; push_cast; ring
  have hp : ρ.det = (((numberDensity ρ + magNorm ρ) / 2 : ℝ) : ℂ) *
      (((numberDensity ρ - magNorm ρ) / 2 : ℝ) : ℂ) := by
    rw [det_eq hρ]; push_cast; ring
  rw [Matrix.charpoly_fin_two, hs, hp, Polynomial.C_add, Polynomial.C_mul]
  ring

/-- The density and the length of the magnetization of a Hermitian spin density matrix are
unchanged by every unitary conjugation. -/
theorem unitary_invariance {ρ U : Matrix (Fin 2) (Fin 2) ℂ} (hρ : ρ.IsHermitian)
    (hU : U ∈ Matrix.unitaryGroup (Fin 2) ℂ) :
    numberDensity (U * ρ * Uᴴ) = numberDensity ρ ∧ magNorm (U * ρ * Uᴴ) = magNorm ρ := by
  have hU' : Uᴴ * U = 1 := Matrix.mem_unitaryGroup_iff'.1 hU
  have hn : numberDensity (U * ρ * Uᴴ) = numberDensity ρ := by
    unfold numberDensity
    rw [Matrix.trace_mul_comm, ← Matrix.mul_assoc, hU', Matrix.one_mul]
  have hH : (U * ρ * Uᴴ).IsHermitian := by
    rw [Matrix.IsHermitian, Matrix.conjTranspose_mul, Matrix.conjTranspose_mul,
      Matrix.conjTranspose_conjTranspose, hρ.eq, Matrix.mul_assoc]
  have hd : (U * ρ * Uᴴ).det = ρ.det := by
    have h1 : Uᴴ.det * U.det = 1 := by rw [← Matrix.det_mul, hU', Matrix.det_one]
    rw [Matrix.det_mul, Matrix.det_mul]
    linear_combination ρ.det * h1
  -- equal densities and determinants force equal lengths
  rw [det_eq hH, det_eq hρ, hn] at hd
  have hr := Complex.ofReal_injective hd
  refine ⟨hn, (sq_eq_sq₀ (Real.sqrt_nonneg _) (Real.sqrt_nonneg _)).1 ?_⟩
  change magNorm (U * ρ * Uᴴ) ^ 2 = magNorm ρ ^ 2
  linarith

/-- The Hadamard matrix is unitary, and conjugation with it turns `diag(a, b)` into a matrix
with equal diagonal entries `(a + b)/2` and off-diagonal entries `(a - b)/2`. -/
theorem hadamard_rotation :
    hadamard ∈ Matrix.unitaryGroup (Fin 2) ℂ ∧
    ∀ a b : ℂ, hadamard * !![a, 0; 0, b] * hadamardᴴ =
      !![(a + b) / 2, (a - b) / 2; (a - b) / 2, (a + b) / 2] := by
  have key : ∀ a b : ℂ, hadamard * !![a, 0; 0, b] * hadamardᴴ =
      !![(a + b) / 2, (a - b) / 2; (a - b) / 2, (a + b) / 2] := by
    intro a b
    have hs : hadamardᴴ = hadamard := by
      ext i j
      fin_cases i <;> fin_cases j <;> simp [hadamard, Matrix.conjTranspose_apply]
    have hc : (((Real.sqrt 2)⁻¹ : ℝ) : ℂ) * (((Real.sqrt 2)⁻¹ : ℝ) : ℂ) = 1 / 2 := by
      rw [← Complex.ofReal_mul, ← mul_inv, Real.mul_self_sqrt (by norm_num)]
      norm_num
    rw [hs, hadamard]
    generalize (((Real.sqrt 2)⁻¹ : ℝ) : ℂ) = c at hc
    have e1 : (c * a + c * 0) * c + (c * 0 + c * b) * c = (a + b) / 2 := by
      linear_combination (a + b) * hc
    have e2 : (c * a + c * 0) * c + (c * 0 + c * b) * -c = (a - b) / 2 := by
      linear_combination (a - b) * hc
    have e3 : (c * a + -c * 0) * c + (c * 0 + -c * b) * c = (a - b) / 2 := by
      linear_combination (a - b) * hc
    have e4 : (c * a + -c * 0) * c + (c * 0 + -c * b) * -c = (a + b) / 2 := by
      linear_combination (a + b) * hc
    rw [Matrix.mul_fin_two, Matrix.mul_fin_two, e1, e2, e3, e4]
  refine ⟨?_, key⟩
  have h := key 1 1
  rw [← Matrix.one_fin_two, Matrix.mul_one] at h
  rw [Matrix.mem_unitaryGroup_iff, Matrix.star_eq_conjTranspose, h, Matrix.one_fin_two]
  norm_num

/-- For `ρ = diag(1, 0)` the collinear quantity `m_z²` equals 1, and after conjugation with the
Hadamard matrix it equals 0. -/
theorem collinear_drop :
    magnetization !![1, 0; 0, 0] 2 ^ 2 = 1 ∧
    magnetization (hadamard * !![1, 0; 0, 0] * hadamardᴴ) 2 ^ 2 = 0 := by
  rw [hadamard_rotation.2, (magnetization_components _).2.2, (magnetization_components _).2.2]
  constructor <;> simp

/-- A collinear energy expression `E(n, m_z)` is invariant under all unitary conjugations of
positive semidefinite spin density matrices if and only if it does not depend on `m_z` in the
range `|m_z| ≤ n`. -/
theorem collinear_invariant_iff (E : ℝ → ℝ → ℝ) :
    (∀ ρ U : Matrix (Fin 2) (Fin 2) ℂ, ρ.PosSemidef → U ∈ Matrix.unitaryGroup (Fin 2) ℂ →
      E (numberDensity (U * ρ * Uᴴ)) (magnetization (U * ρ * Uᴴ) 2) =
        E (numberDensity ρ) (magnetization ρ 2)) ↔
    ∀ n s : ℝ, |s| ≤ n → E n s = E n 0 := by
  constructor
  · intro h n s hs
    obtain ⟨hs1, hs2⟩ := abs_le.1 hs
    -- a diagonal spin density matrix, with populations (n + s)/2 and (n - s)/2
    obtain ⟨a, ha⟩ : ∃ a : ℝ, a = (n + s) / 2 := ⟨_, rfl⟩
    obtain ⟨b, hb⟩ : ∃ b : ℝ, b = (n - s) / 2 := ⟨_, rfl⟩
    have ha0 : (0 : ℂ) ≤ (a : ℂ) := Complex.zero_le_real.2 (by linarith)
    have hb0 : (0 : ℂ) ≤ (b : ℂ) := Complex.zero_le_real.2 (by linarith)
    have hD : (!![(a : ℂ), 0; 0, (b : ℂ)]).PosSemidef := by
      have hdiag : !![(a : ℂ), 0; 0, (b : ℂ)] = Matrix.diagonal ![(a : ℂ), (b : ℂ)] := by
        ext i j
        fin_cases i <;> fin_cases j <;> simp
      rw [hdiag, Matrix.posSemidef_diagonal_iff]
      intro i
      fin_cases i
      · exact ha0
      · exact hb0
    have hn : numberDensity !![(a : ℂ), 0; 0, (b : ℂ)] = n := by
      have : numberDensity !![(a : ℂ), 0; 0, (b : ℂ)] = a + b := by
        simp [numberDensity, Matrix.trace_fin_two]
      linarith
    have hm : magnetization !![(a : ℂ), 0; 0, (b : ℂ)] 2 = s := by
      have : magnetization !![(a : ℂ), 0; 0, (b : ℂ)] 2 = a - b := by
        rw [(magnetization_components _).2.2]; simp
      linarith
    have hz : magnetization (hadamard * !![(a : ℂ), 0; 0, (b : ℂ)] * hadamardᴴ) 2 = 0 := by
      rw [hadamard_rotation.2, (magnetization_components _).2.2]; simp
    have hE := h _ _ hD hadamard_rotation.1
    rw [(unitary_invariance hD.isHermitian hadamard_rotation.1).1, hz, hn, hm] at hE
    exact hE.symm
  · intro h ρ U hρ hU
    -- positivity of the populations gives |m_z| ≤ n
    have bound : ∀ A : Matrix (Fin 2) (Fin 2) ℂ, A.PosSemidef →
        |magnetization A 2| ≤ numberDensity A := by
      intro A hA
      have h0 : 0 ≤ (A 0 0).re := (Complex.le_def.1 (hA.diag_nonneg (i := 0))).1
      have h1 : 0 ≤ (A 1 1).re := (Complex.le_def.1 (hA.diag_nonneg (i := 1))).1
      rw [(magnetization_components A).2.2, numberDensity, Matrix.trace_fin_two,
        Complex.add_re, abs_le]
      constructor <;> linarith
    rw [h _ _ (bound _ (hρ.mul_mul_conjTranspose_same U)), h _ _ (bound _ hρ),
      (unitary_invariance hρ.isHermitian hU).1]

end

end NoncollinearSpinDensity
```

```lean
#print axioms NoncollinearSpinDensity.charpoly_eq
#print axioms NoncollinearSpinDensity.collinear_drop
#print axioms NoncollinearSpinDensity.collinear_invariant_iff
```

```
'NoncollinearSpinDensity.charpoly_eq' depends on axioms: [propext, Classical.choice, Quot.sound]
'NoncollinearSpinDensity.collinear_drop' depends on axioms: [propext, Classical.choice, Quot.sound]
'NoncollinearSpinDensity.collinear_invariant_iff' depends on axioms: [propext, Classical.choice, Quot.sound]
```

## From matrix entries to the criterion

`magnetization_components` computes the traces entry by entry, and `hermitian_entries` extracts the real and imaginary parts of $\rho_{ij}=\overline{\rho_{ji}}$. From these, `traces_real` shows that the imaginary parts of the traces vanish. `det_eq` compares real and imaginary parts of $\det\rho=(n^2-|m|^2)/4$, with `ring` doing the algebra.

`charpoly_eq` first identifies the trace and determinant as the sum (`hs`) and product (`hp`) of the claimed roots, then substitutes them into the quadratic.

In `unitary_invariance`, `hn`, `hH` and `hd` are the invariance of the trace, the Hermiticity of the rotated matrix and the invariance of the determinant. Applying `det_eq` on both sides gives equal squares, and `sq_eq_sq₀` passes to the nonnegative lengths.

`hadamard_rotation` proves the formula for $H\,\mathrm{diag}(a,b)\,H^\dagger$ using $(1/\sqrt2)^2=1/2$. Setting $a=b=1$ in it yields $HH^\dagger=1$, hence unitarity. `collinear_drop` is the case $a=1$, $b=0$.

The two halves of `collinear_invariant_iff` follow the two directions above. In the first, `hD` establishes positivity of the diagonal matrix, `hn` and `hm` its density and magnetization, and `hz` the vanishing of $m_z$ after rotation. In the second, `bound` is the inequality $|m_z|\le n$, used once for $\rho$ and once for $U\rho U^\dagger$.
